# In-phase and alternating half-wave states of an open chain, with energies 2 ∓ 2 cos(π/(N+1))

Take one particle on an open chain of N sites, with energy 2 on each site and hopping −1 between neighbours. The theorem `chainMatrix_mode` says that for σ = ±1 this Hamiltonian multiplies the vector with entries σʲ sin(jπ/(N+1)), j = 1, …, N, by 2 − 2σ cos(π/(N+1)). The vector is unnormalised; for N ≥ 1 a factor √(2/(N+1)) would give it unit length. The proof extends the wave to the walls at 0 and N+1, where it vanishes, so that every site has two neighbours, and then adds the two neighbouring sines with the addition formulas.

The failing Lean file:

```lean
import Mathlib

open Matrix Real

namespace ChainMatrixMode

noncomputable section

variable {N : ℕ}

/-- The `N` by `N` tridiagonal matrix with `2` on the diagonal and `-1` beside it. -/
def chainMatrix (N : ℕ) : Matrix (Fin N) (Fin N) ℝ := Matrix.of fun i j =>
  (if i = j then 2 else 0) - (if i.val + 1 = j.val then 1 else 0)
    - (if j.val + 1 = i.val then 1 else 0)

/-- The standing wave with half a wavelength between the walls at `0` and `N + 1`. -/
def wave (N j : ℕ) : ℝ := sin (j * (π / (N + 1)))

/-- The standing wave on the beads, with neighbours in phase (`σ = 1`) or opposed (`σ = -1`). -/
def mode (N : ℕ) (σ : ℝ) (i : Fin N) : ℝ := σ ^ (i.val + 1) * wave N (i.val + 1)

/-- For `σ = ±1` the matrix multiplies the standing wave by `2 - 2 σ cos (π/(N+1))`. -/
theorem chainMatrix_mode {σ : ℝ} (hσ : σ ^ 2 = 1) :
    chainMatrix N *ᵥ mode N σ = (2 - 2 * σ * cos (π / (N + 1))) • mode N σ := by
  funext i
  have hi := i.isLt
  obtain ⟨f, hf⟩ : ∃ f : ℕ → ℝ, ∀ j, f j = σ ^ j * wave N j := ⟨_, fun _ => rfl⟩
  have f0 : f 0 = 0 := by simp [hf, wave]
  have fN : f (N + 1) = 0 := by
    have e : ((N + 1 : ℕ) : ℝ) * (π / (N + 1)) = π := by
      push_cast
      rw [mul_comm]
      exact div_mul_cancel₀ _ (by positivity)
    rw [hf, wave, e, sin_pi, mul_zero]
  -- the two neighbours of a bead, walls included
  have s2 : ∑ j : Fin N, (if i.val + 1 = j.val then f (j.val + 1) else 0) = f (i.val + 2) := by
    rw [Fin.sum_univ_eq_sum_range (fun j => if i.val + 1 = j then f (j + 1) else 0) N,
      Finset.sum_ite_eq]
    split_ifs with h
    · rfl
    · rw [Finset.mem_range] at h
      rw [show i.val + 2 = N + 1 by omega, fN]
  have s3 : ∑ j : Fin N, (if j.val + 1 = i.val then f (j.val + 1) else 0) = f i.val := by
    have h := Finset.sum_range_succ' (fun l => if l = i.val then f l else 0) N
    simp only [Finset.sum_ite_eq', f0, ite_self, add_zero, Finset.mem_range] at h
    rw [if_pos (show i.val < N + 1 by omega)] at h
    rw [Fin.sum_univ_eq_sum_range (fun j => if j + 1 = i.val then f (j + 1) else 0) N]
    exact h.symm
  have hm : mode N σ = fun j => f (j.val + 1) := funext fun j => (hf _).symm
  have rec : wave N i.val + wave N (i.val + 2)
      = 2 * cos (π / (N + 1)) * wave N (i.val + 1) := by
    simp only [wave]
    rw [show (i.val : ℝ) * (π / (N + 1)) = ((i.val + 1 : ℕ) : ℝ) * (π / (N + 1)) - π / (N + 1) by
      push_cast; ring, show ((i.val + 2 : ℕ) : ℝ) * (π / (N + 1))
        = ((i.val + 1 : ℕ) : ℝ) * (π / (N + 1)) + π / (N + 1) by push_cast; ring, sin_sub, sin_add]
    ring
  rw [hm]
  simp only [mulVec, dotProduct, chainMatrix, Matrix.of_apply, sub_mul, ite_mul, zero_mul, one_mul,
    Finset.sum_sub_distrib, Finset.sum_ite_eq, Finset.mem_univ, if_true, Pi.smul_apply,
    smul_eq_mul]
  rw [s2, s3, hf, hf, hf]
  linear_combination -σ ^ i.val * rec
    - σ ^ i.val * (wave N (i.val + 2) - 2 * cos (π / (N + 1)) * wave N (i.val + 1)) * hσ

end

end ChainMatrixMode
```

Messages:

```
Main.lean:24:78: error: unsolved goals
case rec
N : ℕ
σ : ℝ
hσ : σ ^ 2 = 1
i : Fin N
hi : ↑i < N
f : ℕ → ℝ
hf : ∀ (j : ℕ), f j = σ ^ j * wave N j
f0 : f 0 = 0
fN : f (N + 1) = 0
s2 : (∑ j, if ↑i + 1 = ↑j then f (↑j + 1) else 0) = f (↑i + 2)
s3 : (∑ j, if ↑j + 1 = ↑i then f (↑j + 1) else 0) = f ↑i
hm : mode N σ = fun j => f (↑j + 1)
⊢ wave N ↑i + wave N (↑i + 2) = 2 * cos (π / (↑N + 1)) * wave N (↑i + 1)

N : ℕ
σ : ℝ
hσ : σ ^ 2 = 1
i : Fin N
hi : ↑i < N
f : ℕ → ℝ
hf : ∀ (j : ℕ), f j = σ ^ j * wave N j
f0 : f 0 = 0
fN : f (N + 1) = 0
s2 : (∑ j, if ↑i + 1 = ↑j then f (↑j + 1) else 0) = f (↑i + 2)
s3 : (∑ j, if ↑j + 1 = ↑i then f (↑j + 1) else 0) = f ↑i
hm : mode N σ = fun j => f (↑j + 1)
rec : wave N ↑i + wave N (↑i + 2) = 2 * cos (π / (↑N + 1)) * wave N (↑i + 1)
⊢ (chainMatrix N *ᵥ mode N σ) i = ((2 - 2 * σ * cos (π / (↑N + 1))) • mode N σ) i
Main.lean:51:51: error: unexpected token ':='; expected command
```

The trouble is the name `rec` in `have rec : … := by`. Lean reads `let rec` as the start of a recursive definition, and the syntax for a `have` with a value shares the rule that keeps `rec` from being an ordinary name there. Mathlib also has a `have` without a value, which does accept the name. Lean therefore read `have rec : …` as a complete step that leaves its statement to be proved later, and stopped at the `:=`.

Both messages follow from this. The proof ended there with two goals open, the sine identity (`case rec`) and the theorem's own equation, and the leftover `:=` stood where only a new command could come.

Renaming the fact to `hrec` lets the `have` take its proof, and the `linear_combination` line changes to use the new name. The new facts `a` and `b` state the same two equations that were written inside `rw` before, with the same proofs, and are mere tidying.

The mended proof, as a diff:

```diff
@@ -48,10 +48,16 @@
     exact h.symm
   have hm : mode N σ = fun j => f (j.val + 1) := funext fun j => (hf _).symm
-  have rec : wave N i.val + wave N (i.val + 2)
+  have hrec : wave N i.val + wave N (i.val + 2)
       = 2 * cos (π / (N + 1)) * wave N (i.val + 1) := by
     simp only [wave]
-    rw [show (i.val : ℝ) * (π / (N + 1)) = ((i.val + 1 : ℕ) : ℝ) * (π / (N + 1)) - π / (N + 1) by
-      push_cast; ring, show ((i.val + 2 : ℕ) : ℝ) * (π / (N + 1))
-        = ((i.val + 1 : ℕ) : ℝ) * (π / (N + 1)) + π / (N + 1) by push_cast; ring, sin_sub, sin_add]
+    have a : (i.val : ℝ) * (π / (N + 1))
+        = ((i.val + 1 : ℕ) : ℝ) * (π / (N + 1)) - π / (N + 1) := by
+      push_cast
+      ring
+    have b : ((i.val + 2 : ℕ) : ℝ) * (π / (N + 1))
+        = ((i.val + 1 : ℕ) : ℝ) * (π / (N + 1)) + π / (N + 1) := by
+      push_cast
+      ring
+    rw [a, b, sin_sub, sin_add]
     ring
   rw [hm]
@@ -60,5 +66,5 @@
     smul_eq_mul]
   rw [s2, s3, hf, hf, hf]
-  linear_combination -σ ^ i.val * rec
+  linear_combination -σ ^ i.val * hrec
     - σ ^ i.val * (wave N (i.val + 2) - 2 * cos (π / (N + 1)) * wave N (i.val + 1)) * hσ
 
```
